# First-order response of a differentiable eigenstate of Hψ = eSψ when H and S both vary

Let ψ(t) be an eigenstate with energy e(t), normalized so that ⟨ψ(t), S(t)ψ(t)⟩ = 1. Both are assumed to be differentiable at t = 0, with derivatives ψ' and e'. Existence of such a differentiable branch is therefore an input, and the equations that its derivatives obey are the result. H(t) and S(t) are finite real matrices, differentiable and symmetric at t = 0, as for a PAW Hamiltonian and overlap in a finite real basis, without spin–orbit coupling or a magnetic field. The parameter t may be an atomic displacement, say.

## The eigenstate branch

```lean
import Mathlib

open Matrix Filter
open scoped Topology

namespace PAWResponse

noncomputable section

variable {n : Type*} [Fintype n]
```

The finite type `n` labels the basis functions. A vector is a function `n → ℝ`, and a matrix has two such labels. The vector ψ(t) lists the coefficients of the state in this basis, so ψ' is the derivative of the coefficients. If the basis functions themselves move with the atoms, their change is not part of ψ'.

```lean
/-- A normalized eigenstate `ψ t` with energy `e t` of the generalized problem `H ψ = e S ψ`
near `t = 0`, with `H 0` and `S 0` symmetric; primed quantities are the derivatives at `0`. -/
structure EigenBranch (H S : ℝ → Matrix n n ℝ) (ψ : ℝ → n → ℝ) (e : ℝ → ℝ)
    (H' S' : Matrix n n ℝ) (ψ' : n → ℝ) (e' : ℝ) : Prop where
  symmH : (H 0).IsSymm
  symmS : (S 0).IsSymm
  eigen : ∀ᶠ t in 𝓝 (0 : ℝ), H t *ᵥ ψ t = e t • (S t *ᵥ ψ t)
  normalized : ∀ᶠ t in 𝓝 (0 : ℝ), ψ t ⬝ᵥ S t *ᵥ ψ t = 1
  derivH : ∀ i j, HasDerivAt (fun t => H t i j) (H' i j) 0
  derivS : ∀ i j, HasDerivAt (fun t => S t i j) (S' i j) 0
  derivPsi : ∀ i, HasDerivAt (fun t => ψ t i) (ψ' i) 0
  derivE : HasDerivAt e e' 0
```

`EigenBranch` bundles the assumptions. The symbol `*ᵥ` applies a matrix to a vector, `⬝ᵥ` is the real scalar product ⟨·,·⟩, and `•` multiplies by a number. The phrase `∀ᶠ t in 𝓝 (0 : ℝ)` means "for all t sufficiently close to 0". The fields `eigen` and `normalized` thus say that, near 0,

H(t)ψ(t) = e(t)S(t)ψ(t) and ⟨ψ(t), S(t)ψ(t)⟩ = 1.

In Lean the prime in `H'` is only part of a name. The field `derivH` gives it meaning: each entry of H(t) has the corresponding entry of `H'` as its derivative at 0. The other three derivative fields do the same for S, ψ and e. Symmetry is needed only at t = 0, and S is not required to be positive definite.

From here on, H, S, ψ and e without an argument denote values at t = 0.

## Product rules and symmetry

```lean
/-- Product rule for an operator acting on a state, component by component. -/
theorem hasDerivAt_mulVec {A : ℝ → Matrix n n ℝ} {A' : Matrix n n ℝ}
    {v : ℝ → n → ℝ} {v' : n → ℝ}
    (hA : ∀ i j, HasDerivAt (fun t => A t i j) (A' i j) 0)
    (hv : ∀ i, HasDerivAt (fun t => v t i) (v' i) 0) (i : n) :
    HasDerivAt (fun t => (A t *ᵥ v t) i) ((A' *ᵥ v 0 + A 0 *ᵥ v') i) 0 := by
  simp only [Pi.add_apply, Matrix.mulVec, dotProduct, ← Finset.sum_add_distrib]
  exact HasDerivAt.fun_sum fun j _ => (hA i j).fun_mul (hv j)
```

For a matrix A(t) and a vector v(t), component i of Av is Σⱼ Aᵢⱼvⱼ. Differentiating each term gives

(Av)' = A'v + Av'.

The `simp only` line writes both sides as sums over j, and the last line applies the ordinary product rule to each term.

```lean
/-- Product rule for the scalar product of two states. -/
theorem hasDerivAt_dotProduct {v w : ℝ → n → ℝ} {v' w' : n → ℝ}
    (hv : ∀ i, HasDerivAt (fun t => v t i) (v' i) 0)
    (hw : ∀ i, HasDerivAt (fun t => w t i) (w' i) 0) :
    HasDerivAt (fun t => v t ⬝ᵥ w t) (v' ⬝ᵥ w 0 + v 0 ⬝ᵥ w') 0 := by
  simp only [dotProduct, ← Finset.sum_add_distrib]
  exact HasDerivAt.fun_sum fun j _ => (hv j).fun_mul (hw j)
```

The same argument for the scalar product of v(t) and w(t) gives

⟨v,w⟩' = ⟨v',w⟩ + ⟨v,w'⟩.

```lean
/-- A symmetric operator has symmetric matrix elements between any two states. -/
theorem matrixElement_symm {A : Matrix n n ℝ} (hA : A.IsSymm) (x y : n → ℝ) :
    x ⬝ᵥ A *ᵥ y = y ⬝ᵥ A *ᵥ x := by
  rw [Matrix.dotProduct_mulVec, ← Matrix.mulVec_transpose, hA.eq, dotProduct_comm]
```

For symmetric A, moving the matrix to the other side gives ⟨x,Ay⟩ = ⟨Ax,y⟩ = ⟨y,Ax⟩. The rewrites follow this chain.

## The response equations

```lean
variable {H S : ℝ → Matrix n n ℝ} {ψ : ℝ → n → ℝ} {e : ℝ → ℝ}
  {H' S' : Matrix n n ℝ} {ψ' : n → ℝ} {e' : ℝ}

/-- Sternheimer equation with a parameter-dependent overlap:
`(H - e S) ψ' = -(H' - e S' - e' S) ψ`. -/
theorem sternheimer (h : EigenBranch H S ψ e H' S' ψ' e') :
    (H 0 - e 0 • S 0) *ᵥ ψ' = -((H' - e 0 • S' - e' • S 0) *ᵥ ψ 0) := by
  ext i
  -- differentiate both sides of the eigenvalue equation
  have hL := hasDerivAt_mulVec h.derivH h.derivPsi i
  have hR := h.derivE.fun_mul (hasDerivAt_mulVec h.derivS h.derivPsi i)
  have heq : (fun t => (H t *ᵥ ψ t) i) =ᶠ[𝓝 0] fun t => e t * (S t *ᵥ ψ t) i :=
    h.eigen.mono fun t ht => by
      simpa only [Pi.smul_apply, smul_eq_mul] using congrFun ht i
  have key := hL.unique (hR.congr_of_eventuallyEq heq)
  simp only [Matrix.sub_mulVec, Matrix.smul_mulVec, Pi.add_apply, Pi.sub_apply,
    Pi.neg_apply, Pi.smul_apply, smul_eq_mul] at key ⊢
  linear_combination key
```

Differentiate the eigenvalue equation at t = 0:

H'ψ + Hψ' = e'Sψ + eS'ψ + eSψ'.

Collecting the terms in ψ' on the left gives the Sternheimer equation:

(H − eS)ψ' = −(H' − eS' − e'S)ψ.

Lean works on component i. `hL` and `hR` are the derivatives of the two sides, and `heq` says that the sides agree near 0. Since a function has only one derivative at a point, `key` equates the two results. `linear_combination key` then does the rearrangement.

```lean
/-- The energy derivative is the expectation value of `H' - e S'`. -/
theorem energy_derivative (h : EigenBranch H S ψ e H' S' ψ' e') :
    e' = ψ 0 ⬝ᵥ (H' - e 0 • S') *ᵥ ψ 0 := by
  have h0 : H 0 *ᵥ ψ 0 = e 0 • (S 0 *ᵥ ψ 0) := h.eigen.self_of_nhds
  have n0 : ψ 0 ⬝ᵥ S 0 *ᵥ ψ 0 = 1 := h.normalized.self_of_nhds
  -- project the Sternheimer equation on the unperturbed state
  have st := congrArg (fun v => ψ 0 ⬝ᵥ v) (sternheimer h)
  simp only [Matrix.sub_mulVec, Matrix.smul_mulVec, dotProduct_sub, dotProduct_neg,
    dotProduct_smul, smul_eq_mul] at st ⊢
  have a := matrixElement_symm h.symmH (ψ 0) ψ'
  rw [h0, dotProduct_smul, smul_eq_mul] at a
  have b := matrixElement_symm h.symmS (ψ 0) ψ'
  linear_combination -st + a - e 0 * b - e' * n0
```

Take the scalar product of the Sternheimer equation with ψ. By symmetry, the left side is

⟨ψ,(H − eS)ψ'⟩ = ⟨ψ',(H − eS)ψ⟩ = 0.

The right side must vanish too, so

0 = ⟨ψ,(H' − eS')ψ⟩ − e'⟨ψ,Sψ⟩.

With ⟨ψ,Sψ⟩ = 1 this becomes

e' = ⟨ψ,(H' − eS')ψ⟩.

In the code, `st` is the projected equation, `a` and `b` are the symmetry relations for H and S, and `n0` is the normalization. The final line combines them as above.

Once H' and S' are known, this formula gives the energy derivative without ψ'. A changing overlap contributes −e⟨ψ,S'ψ⟩, which is zero only if e or ⟨ψ,S'ψ⟩ is zero. In a self-consistent calculation, H' is the total derivative of H, including the change caused by the density, so H' itself can depend on the derivatives of the occupied states.

```lean
/-- The component of the response along the state is `⟨ψ, S ψ'⟩ = -(1/2) ⟨ψ, S' ψ⟩`. -/
theorem overlap_response (h : EigenBranch H S ψ e H' S' ψ' e') :
    ψ 0 ⬝ᵥ S 0 *ᵥ ψ' = -(1 / 2) * (ψ 0 ⬝ᵥ S' *ᵥ ψ 0) := by
  -- the generalized norm is constant, so its derivative vanishes
  have hd := hasDerivAt_dotProduct (w := fun t => S t *ᵥ ψ t)
    (w' := S' *ᵥ ψ 0 + S 0 *ᵥ ψ') h.derivPsi (hasDerivAt_mulVec h.derivS h.derivPsi)
  have hn : (fun t => ψ t ⬝ᵥ S t *ᵥ ψ t) =ᶠ[𝓝 0] fun _ => (1 : ℝ) := h.normalized
  have key := hd.unique ((hasDerivAt_const (0 : ℝ) (1 : ℝ)).congr_of_eventuallyEq hn)
  simp only [dotProduct_add] at key
  have b := matrixElement_symm h.symmS (ψ 0) ψ'
  linarith
```

The normalization is constant near 0, so its derivative is zero:

0 = ⟨ψ',Sψ⟩ + ⟨ψ,S'ψ⟩ + ⟨ψ,Sψ'⟩.

The first and last terms are equal by symmetry of S. Hence

⟨ψ,Sψ'⟩ = −½⟨ψ,S'ψ⟩.

`hd` is the derivative from the product rules, `key` sets it equal to that of the constant 1, and `linarith` solves for the overlap. A changing overlap matrix can thus give ψ' a component along ψ, even though the state stays normalized.

```lean
/-- First-order response of a generalized eigenstate: the Sternheimer equation, the energy
derivative, and the component of `ψ'` along `ψ` in the overlap metric. -/
theorem first_order_response (h : EigenBranch H S ψ e H' S' ψ' e') :
    (H 0 - e 0 • S 0) *ᵥ ψ' = -((H' - e 0 • S' - e' • S 0) *ᵥ ψ 0) ∧
    e' = ψ 0 ⬝ᵥ (H' - e 0 • S') *ᵥ ψ 0 ∧
    ψ 0 ⬝ᵥ S 0 *ᵥ ψ' = -(1 / 2) * (ψ 0 ⬝ᵥ S' *ᵥ ψ 0) :=
  ⟨sternheimer h, energy_derivative h, overlap_response h⟩
```

This theorem joins the three equations with `∧`, "and". None of them requires a nondegenerate level, because the differentiable branch is already given.

## What fixes ψ' at a nondegenerate level

```lean
/-- For a nondegenerate level, a vector solves the Sternheimer equation and the overlap
condition exactly when it is the derivative of the state. -/
theorem response_unique (h : EigenBranch H S ψ e H' S' ψ' e')
    (hnd : ∀ x, (H 0 - e 0 • S 0) *ᵥ x = 0 → ∃ c : ℝ, x = c • ψ 0) (φ : n → ℝ) :
    ((H 0 - e 0 • S 0) *ᵥ φ = -((H' - e 0 • S' - e' • S 0) *ᵥ ψ 0) ∧
      ψ 0 ⬝ᵥ S 0 *ᵥ φ = -(1 / 2) * (ψ 0 ⬝ᵥ S' *ᵥ ψ 0)) ↔ φ = ψ' := by
  constructor
  · rintro ⟨h1, h2⟩
    -- two solutions differ by a multiple of the state itself
    obtain ⟨c, hc⟩ := hnd (φ - ψ') (by
      rw [Matrix.mulVec_sub, h1, sternheimer h, sub_self])
    have n0 : ψ 0 ⬝ᵥ S 0 *ᵥ ψ 0 = 1 := h.normalized.self_of_nhds
    have h3 : ψ 0 ⬝ᵥ S 0 *ᵥ (φ - ψ') = 0 := by
      rw [Matrix.mulVec_sub, dotProduct_sub, h2, overlap_response h, sub_self]
    rw [hc, Matrix.mulVec_smul, dotProduct_smul, n0, smul_eq_mul, mul_one] at h3
    rw [h3, zero_smul] at hc
    exact sub_eq_zero.mp hc
  · intro hφ
    rw [hφ]
    exact ⟨sternheimer h, overlap_response h⟩
```

The extra hypothesis `hnd` says that every x with (H − eS)x = 0 is a multiple of ψ. Physically, the level is nondegenerate at t = 0. Under this condition, a vector φ satisfies both the Sternheimer equation and the overlap condition if and only if φ = ψ'.

To see this, suppose that φ satisfies both. Subtracting the equations for ψ' gives

(H − eS)(φ − ψ') = 0 and ⟨ψ,S(φ − ψ')⟩ = 0.

The first equation implies φ − ψ' = cψ for some number c. The second then gives c⟨ψ,Sψ⟩ = c = 0, so φ = ψ'. In Lean, `obtain` extracts c and `h3` becomes the statement c = 0. The converse inserts the two equations already proved for ψ'.

## A two-level example

```lean
/-- Hamiltonian of a two-level model. -/
def modelH (t : ℝ) : Matrix (Fin 2) (Fin 2) ℝ := !![1 + 3 * t ^ 2, 3 * t; 3 * t, 3]
```

The notation `!![...]` lists a matrix by rows, separated by a semicolon. This Hamiltonian has off-diagonal coupling 3t.

```lean
/-- Overlap matrix of the two-level model. -/
def modelS (t : ℝ) : Matrix (Fin 2) (Fin 2) ℝ := !![Real.exp (2 * t) + t ^ 2, t; t, 1]
```

The overlap matrix also varies, and equals the identity at t = 0.

```lean
/-- A state of the two-level model. -/
def modelPsi (t : ℝ) : Fin 2 → ℝ := ![Real.exp (-t), -t * Real.exp (-t)]
```

The state is ψ(t) = (exp(−t), −t exp(−t)), which starts as (1, 0).

```lean
/-- An energy of the two-level model. -/
def modelE (t : ℝ) : ℝ := Real.exp (-(2 * t))
```

Its energy is e(t) = exp(−2t), so e(0) = 1.

```lean
/-- The two-level model is a normalized eigenstate branch with the derivatives shown, and
its level is nondegenerate at `t = 0`. -/
theorem eigenBranch_witness :
    EigenBranch modelH modelS modelPsi modelE !![0, 3; 3, 0] !![2, 1; 1, 0] ![-1, -1] (-2) ∧
    ∀ x, (modelH 0 - modelE 0 • modelS 0) *ᵥ x = 0 → ∃ c : ℝ, x = c • modelPsi 0 := by
  have ht : HasDerivAt (fun t : ℝ => t) 1 0 := hasDerivAt_id' 0
  have hsq : HasDerivAt (fun t : ℝ => 1 + 3 * t ^ 2) 0 0 :=
    (((ht.fun_pow 2).const_mul 3).const_add 1).congr_deriv (by norm_num)
  have hlin : HasDerivAt (fun t : ℝ => 3 * t) 3 0 :=
    (ht.const_mul 3).congr_deriv (by norm_num)
  have hS : HasDerivAt (fun t : ℝ => Real.exp (2 * t) + t ^ 2) 2 0 :=
    ((ht.const_mul 2).exp.fun_add (ht.fun_pow 2)).congr_deriv (by norm_num)
  have hp : HasDerivAt (fun t : ℝ => Real.exp (-t)) (-1) 0 :=
    ht.fun_neg.exp.congr_deriv (by norm_num)
  have hq : HasDerivAt (fun t : ℝ => -t * Real.exp (-t)) (-1) 0 :=
    (ht.fun_neg.fun_mul hp).congr_deriv (by norm_num)
  refine ⟨⟨?_, ?_, ?_, ?_, ?_, ?_, ?_, ?_⟩, ?_⟩
  · exact Matrix.IsSymm.ext fun i j => by fin_cases i <;> fin_cases j <;> simp [modelH]
  · exact Matrix.IsSymm.ext fun i j => by fin_cases i <;> fin_cases j <;> simp [modelS]
  · refine Eventually.of_forall fun t => ?_
    have h1 : Real.exp (-(2 * t)) * Real.exp (2 * t) = 1 := by
      rw [← Real.exp_add, neg_add_cancel, Real.exp_zero]
    ext i
    fin_cases i
    · simp [modelH, modelS, modelPsi, modelE, Matrix.mulVec, dotProduct, Fin.sum_univ_two]
      linear_combination -Real.exp (-t) * h1
    · simp [modelH, modelS, modelPsi, modelE, Matrix.mulVec, dotProduct,
        Fin.sum_univ_two]
      ring
  · refine Eventually.of_forall fun t => ?_
    have h1 : Real.exp (-t) * Real.exp (-t) * Real.exp (2 * t) = 1 := by
      have h0 : -t + -t + 2 * t = 0 := by ring
      rw [← Real.exp_add, ← Real.exp_add, h0, Real.exp_zero]
    simp [modelS, modelPsi, Matrix.mulVec, dotProduct, Fin.sum_univ_two]
    linear_combination h1
  · intro i j
    fin_cases i <;> fin_cases j
    exacts [hsq, hlin, hlin, hasDerivAt_const (0 : ℝ) (3 : ℝ)]
  · intro i j
    fin_cases i <;> fin_cases j
    exacts [hS, ht, ht, hasDerivAt_const (0 : ℝ) (1 : ℝ)]
  · intro i
    fin_cases i
    exacts [hp, hq]
  · exact (ht.const_mul 2).fun_neg.exp.congr_deriv (by norm_num)
  · intro x hx
    -- the second row of the equation removes the second component
    have h1 : x 1 = 0 := by
      have h := congrFun hx 1
      norm_num [modelH, modelS, modelE, Matrix.mulVec, dotProduct, Fin.sum_univ_two] at h
      exact h
    refine ⟨x 0, ?_⟩
    ext i
    fin_cases i <;> simp [modelPsi, h1]

end

end PAWResponse
```

Direct multiplication verifies the branch for every t:

Hψ = (exp(−t), 0) and Sψ = (exp(t), 0).

Hence Hψ = eSψ and ⟨ψ,Sψ⟩ = 1. The derivatives at 0 include ψ' = (−1, −1) and e' = −2. Both sides of the Sternheimer equation equal (0, −2), and ⟨ψ,Sψ'⟩ = −1 = −½⟨ψ,S'ψ⟩.

At t = 0, H − eS is diagonal with entries 0 and 2. Its kernel consists of the multiples of (1, 0), so the level is nondegenerate. The proof treats the fields of `EigenBranch` in turn: `fin_cases` runs through the components, and the exponential identities `h1` settle the eigenvalue equation and the normalization. Lean counts components from 0, so `x 1 = 0` in the last part removes the second component.

```lean
#print axioms PAWResponse.first_order_response
#print axioms PAWResponse.response_unique
```

```
'PAWResponse.first_order_response' depends on axioms: [propext, Classical.choice, Quot.sound]
'PAWResponse.response_unique' depends on axioms: [propext, Classical.choice, Quot.sound]
```
